# Local unitaries bring every three-qubit vector to at most five nonzero amplitudes with one phase

A numerical search for the largest value of an entanglement measure over pure three-qubit states can run over five nonnegative coefficients and one angle instead of eight complex amplitudes. The replacement is allowed because the measure is unchanged by local unitaries, and because every vector $\psi\in\mathbb C^2\otimes\mathbb C^2\otimes\mathbb C^2$ can be brought by $2\times2$ unitaries $U,V,W$ to the form

$$(U\otimes V\otimes W)\psi=l_0e_{000}+l_1e^{i\varphi}e_{100}+l_2e_{101}+l_3e_{110}+l_4e_{111},\qquad l_i\ge 0 .$$

```lean
import Mathlib

open Matrix
open scoped Kronecker ComplexConjugate

namespace ThreeQubitCanonicalForm

noncomputable section
```

## Amplitudes, local gates and the target form

A vector is its list of amplitudes $\psi_{ijk}$, with $i,j,k\in\{0,1\}$ belonging to the first, second and third qubit. It need not be normalised.

```lean
/-- A three-qubit vector, given by its eight amplitudes in the computational basis. -/
abbrev ThreeQubit := Fin 2 × Fin 2 × Fin 2 → ℂ
```

The basis vector $e_{ijk}$ has amplitude 1 at $(i,j,k)$ and 0 elsewhere.

```lean
/-- The computational basis vector with bits `i`, `j`, `k`. -/
def ket (i j k : Fin 2) : ThreeQubit := Pi.single (i, j, k) 1
```

A local operation has matrix elements $U_{ia}V_{jb}W_{kc}$. The definition accepts any three matrices; the final theorem supplies unitary ones.

```lean
/-- The local operation `U ⊗ V ⊗ W` on three qubits. -/
def localOp (U V W : Matrix (Fin 2) (Fin 2) ℂ) :
    Matrix (Fin 2 × Fin 2 × Fin 2) (Fin 2 × Fin 2 × Fin 2) ℂ := U ⊗ₖ (V ⊗ₖ W)
```

Fixing the first qubit at $i$ leaves a $2\times2$ matrix $A_i$ with $(A_i)_{jk}=\psi_{ijk}$, called a slice.

```lean
/-- The matrix of amplitudes of the last two qubits when the first qubit has the value `i`. -/
def slice (ψ : ThreeQubit) (i : Fin 2) : Matrix (Fin 2) (Fin 2) ℂ :=
  Matrix.of fun j k => ψ (i, j, k)
```

Phases will be adjusted with diagonal gates $\mathrm{diag}(a,b)$.

```lean
/-- The diagonal one-qubit gate with entries `a` and `b`. -/
def phaseGate (a b : ℂ) : Matrix (Fin 2) (Fin 2) ℂ := !![a, 0; 0, b]
```

The target form has real coefficients $l_0,\dots,l_4$ and an angle $\varphi$ that sits on $e_{100}$. Their signs are left free here and fixed in the final theorem.

```lean
/-- The five-term vector with real coefficients `l` and a single phase `φ`, carried by `e100`. -/
def canonicalState (l : Fin 5 → ℝ) (φ : ℝ) : ThreeQubit :=
  (l 0 : ℂ) • ket 0 0 0 + ((l 1 : ℂ) * Complex.exp (φ * Complex.I)) • ket 1 0 0
    + (l 2 : ℂ) • ket 1 0 1 + (l 3 : ℂ) • ket 1 1 0 + (l 4 : ℂ) • ket 1 1 1
```

## How the slices transform

Summing over the first index separately gives

$$A_i'=V\,(U_{i0}A_0+U_{i1}A_1)\,W^{T}.$$

The third qubit contributes a transpose, not an adjoint, since $W$ acts on the column index without conjugation. Lean writes out both sides entry by entry, and `ring` compares them.

```lean
/-- A local operation mixes the two slices with a row of `U` and multiplies the result by `V`
from the left and by the transpose of `W` from the right. -/
theorem slice_localOp (U V W : Matrix (Fin 2) (Fin 2) ℂ) (ψ : ThreeQubit) (i : Fin 2) :
    slice (localOp U V W *ᵥ ψ) i
      = V * (U i 0 • slice ψ 0 + U i 1 • slice ψ 1) * Wᵀ := by
  ext j k
  simp only [slice, localOp, Matrix.of_apply, Matrix.mulVec, dotProduct,
    Fintype.sum_prod_type, Fin.sum_univ_two, Matrix.mul_apply, Matrix.kroneckerMap_apply,
    Matrix.add_apply, Matrix.smul_apply, Matrix.transpose_apply, smul_eq_mul]
  ring
```

## A unitary with a prescribed row

Let $x\in\mathbb C^2$ be nonzero and put $r=(|x_0|^2+|x_1|^2)^{-1/2}$. The matrix

$$\begin{pmatrix} r x_0& r x_1\\ -r\bar x_1& r\bar x_0\end{pmatrix}$$

has rows of norm 1, and their inner product is $r^2(-x_0x_1+x_1x_0)=0$, so it is unitary. Exchanging the rows puts $x$ in the second one. The proof treats the two positions in turn and checks $UU^\dagger=1$ entry by entry.

```lean
/-- Every nonzero vector of `ℂ²` is, up to a scalar factor, any chosen row of some unitary. -/
theorem exists_unitary_row (x : Fin 2 → ℂ) (hx : x ≠ 0) (i : Fin 2) :
    ∃ U ∈ unitaryGroup (Fin 2) ℂ, ∃ c : ℂ, ∀ k, U i k = c * x k := by
  have hn : 0 < Complex.normSq (x 0) + Complex.normSq (x 1) := by
    by_contra hneg
    have h0 := Complex.normSq_nonneg (x 0)
    have h1 := Complex.normSq_nonneg (x 1)
    have e0 : x 0 = 0 := Complex.normSq_eq_zero.1 (by linarith)
    have e1 : x 1 = 0 := Complex.normSq_eq_zero.1 (by linarith)
    exact hx (by ext k; fin_cases k <;> simp [e0, e1])
  -- the normalisation factor
  obtain ⟨r, hr⟩ : ∃ r : ℝ, r * r * (Complex.normSq (x 0) + Complex.normSq (x 1)) = 1 := by
    refine ⟨(√(Complex.normSq (x 0) + Complex.normSq (x 1)))⁻¹, ?_⟩
    rw [← mul_inv, Real.mul_self_sqrt hn.le, inv_mul_cancel₀ hn.ne']
  have h : (r : ℂ) * r * (x 0 * conj (x 0) + x 1 * conj (x 1)) = 1 := by
    rw [Complex.mul_conj, Complex.mul_conj]
    exact_mod_cast hr
  fin_cases i
  · refine ⟨!![r * x 0, r * x 1; -(r * conj (x 1)), r * conj (x 0)], ?_, r, ?_⟩
    · rw [mem_unitaryGroup_iff]
      ext p q
      fin_cases p <;> fin_cases q <;>
        simp [Matrix.mul_apply, Fin.sum_univ_two, Matrix.star_apply] <;>
        first | linear_combination h | ring
    · intro k
      fin_cases k <;> simp
  · refine ⟨!![-(r * conj (x 1)), r * conj (x 0); r * x 0, r * x 1], ?_, r, ?_⟩
    · rw [mem_unitaryGroup_iff]
      ext p q
      fin_cases p <;> fin_cases q <;>
        simp [Matrix.mul_apply, Fin.sum_univ_two, Matrix.star_apply] <;>
        first | linear_combination h | ring
    · intro k
      fin_cases k <;> simp
```

## A singular combination of the slices

For $2\times2$ matrices $A$ and $B$,

$$\det(tA+B)=t^2\det A+t\,(A_{00}B_{11}+B_{00}A_{11}-A_{01}B_{10}-B_{01}A_{10})+\det B .$$

If $\det A\neq0$, this quadratic has a complex root $t$, and $x=(t,1)$ makes $x_0A+x_1B$ singular. If $\det A=0$, then $x=(1,0)$ does so. In Lean the root comes from the fact that the discriminant has a square root in $\mathbb C$.

```lean
/-- Any two 2 by 2 complex matrices have a nontrivial superposition that is singular. -/
theorem exists_singular_superposition (A B : Matrix (Fin 2) (Fin 2) ℂ) :
    ∃ x : Fin 2 → ℂ, x ≠ 0 ∧ (x 0 • A + x 1 • B).det = 0 := by
  by_cases h : A.det = 0
  · exact ⟨![1, 0], fun h0 => by simpa using congrFun h0 0, by simp [h]⟩
  · -- the determinant is a quadratic polynomial in the ratio of the coefficients
    obtain ⟨t, ht⟩ := exists_quadratic_eq_zero
      (b := A 0 0 * B 1 1 + B 0 0 * A 1 1 - A 0 1 * B 1 0 - B 0 1 * A 1 0) (c := B.det) h
      (IsAlgClosed.exists_eq_mul_self _)
    refine ⟨![t, 1], fun h0 => by simpa using congrFun h0 1, ?_⟩
    rw [Matrix.det_fin_two, Matrix.det_fin_two] at ht
    simp only [Matrix.det_fin_two, Matrix.add_apply, Matrix.smul_apply, smul_eq_mul,
      Matrix.cons_val_zero, Matrix.cons_val_one]
    linear_combination ht
```

## Null vectors clear three entries

A singular $M$ has nonzero vectors $u$ and $w$ with $u^TM=0$ and $Mw=0$. Choose unitaries whose second rows are $V_{1a}=c\,u_a$ and $W_{1b}=d\,w_b$. Then

$$(VMW^T)_{1k}=c\sum_b (u^TM)_b W_{kb}=0,\qquad (VMW^T)_{j1}=d\sum_a V_{ja}(Mw)_a=0,$$

and only the entry $(0,0)$ can survive. The equations `a0`, `a1`, `b0` and `b1` are the components of the two null conditions, and each `linear_combination` is one of these sums.

Without $\det M=0$ the statement fails. The state $(e_{000}+e_{011})/\sqrt2$ has $A_0=\mathbb 1/\sqrt2$, so $|\det(VA_0W^T)|=1/2$ for all unitaries $V,W$, whereas three vanishing entries would make the determinant zero. For this state the first qubit has to be rotated too.

```lean
/-- Unitaries on the two sides reduce a singular 2 by 2 matrix to its upper left entry. -/
theorem singular_reduction (M : Matrix (Fin 2) (Fin 2) ℂ) (h : M.det = 0) :
    ∃ V ∈ unitaryGroup (Fin 2) ℂ, ∃ W ∈ unitaryGroup (Fin 2) ℂ,
      (V * M * Wᵀ) 0 1 = 0 ∧ (V * M * Wᵀ) 1 0 = 0 ∧ (V * M * Wᵀ) 1 1 = 0 := by
  -- left and right null vectors become the second rows of V and W
  obtain ⟨u, hu, hu0⟩ := Matrix.exists_vecMul_eq_zero_iff.2 h
  obtain ⟨w, hw, hw0⟩ := Matrix.exists_mulVec_eq_zero_iff.2 h
  obtain ⟨V, hV, c, hc⟩ := exists_unitary_row u hu 1
  obtain ⟨W, hW, d, hd⟩ := exists_unitary_row w hw 1
  have a0 : u 0 * M 0 0 + u 1 * M 1 0 = 0 := by
    simpa [Matrix.vecMul, dotProduct, Fin.sum_univ_two] using congrFun hu0 0
  have a1 : u 0 * M 0 1 + u 1 * M 1 1 = 0 := by
    simpa [Matrix.vecMul, dotProduct, Fin.sum_univ_two] using congrFun hu0 1
  have b0 : M 0 0 * w 0 + M 0 1 * w 1 = 0 := by
    simpa [Matrix.mulVec, dotProduct, Fin.sum_univ_two] using congrFun hw0 0
  have b1 : M 1 0 * w 0 + M 1 1 * w 1 = 0 := by
    simpa [Matrix.mulVec, dotProduct, Fin.sum_univ_two] using congrFun hw0 1
  refine ⟨V, hV, W, hW, ?_, ?_, ?_⟩ <;>
    simp only [Matrix.mul_apply, Fin.sum_univ_two, Matrix.transpose_apply, hc, hd]
  · linear_combination d * V 0 0 * b0 + d * V 0 1 * b1
  · linear_combination c * W 0 0 * a0 + c * W 0 1 * a1
  · linear_combination c * d * w 0 * a0 + c * d * w 1 * a1
```

## Removing three amplitudes

Take $x$ with $x_0A_0+x_1A_1$ singular, and $U$ with first row $c\,x$. The combination that enters the new zeroth slice is

$$M=U_{00}A_0+U_{01}A_1=c\,(x_0A_0+x_1A_1),\qquad \det M=c^2\det(x_0A_0+x_1A_1)=0 .$$

The previous step supplies $V$ and $W$ such that $A_0'=VMW^T$ has zeros at $(0,1)$, $(1,0)$ and $(1,1)$. These are the amplitudes on $e_{001}$, $e_{010}$ and $e_{011}$, so at most five of the eight remain.

```lean
/-- Local unitaries remove the amplitudes on `e001`, `e010` and `e011` of any three-qubit vector. -/
theorem exists_three_zero_amplitudes (ψ : ThreeQubit) :
    ∃ U ∈ unitaryGroup (Fin 2) ℂ, ∃ V ∈ unitaryGroup (Fin 2) ℂ,
      ∃ W ∈ unitaryGroup (Fin 2) ℂ,
        (localOp U V W *ᵥ ψ) (0, 0, 1) = 0 ∧ (localOp U V W *ᵥ ψ) (0, 1, 0) = 0 ∧
        (localOp U V W *ᵥ ψ) (0, 1, 1) = 0 := by
  obtain ⟨x, hx, hdet⟩ := exists_singular_superposition (slice ψ 0) (slice ψ 1)
  obtain ⟨U, hU, c, hc⟩ := exists_unitary_row x hx 0
  have hM : (U 0 0 • slice ψ 0 + U 0 1 • slice ψ 1).det = 0 := by
    rw [hc, hc, mul_smul, mul_smul, ← smul_add, Matrix.det_smul, hdet, mul_zero]
  obtain ⟨V, hV, W, hW, h⟩ := singular_reduction _ hM
  rw [← slice_localOp] at h
  exact ⟨U, hU, V, hV, W, hW, h⟩
```

## The norm is preserved

Since $(U\otimes V\otimes W)^\dagger(U\otimes V\otimes W)=U^\dagger U\otimes V^\dagger V\otimes W^\dagger W=\mathbb 1$, the sum $\sum|\psi_{ijk}|^2$ does not change. Lean obtains this by writing the sum as $\psi^\dagger\psi$.

```lean
/-- Local unitaries preserve the squared norm of a three-qubit vector. -/
theorem localOp_norm {U V W : Matrix (Fin 2) (Fin 2) ℂ} (hU : U ∈ unitaryGroup (Fin 2) ℂ)
    (hV : V ∈ unitaryGroup (Fin 2) ℂ) (hW : W ∈ unitaryGroup (Fin 2) ℂ) (ψ : ThreeQubit) :
    ∑ p, ‖(localOp U V W *ᵥ ψ) p‖ ^ 2 = ∑ p, ‖ψ p‖ ^ 2 := by
  have hU' : Uᴴ * U = 1 := mem_unitaryGroup_iff'.1 hU
  have hV' : Vᴴ * V = 1 := mem_unitaryGroup_iff'.1 hV
  have hW' : Wᴴ * W = 1 := mem_unitaryGroup_iff'.1 hW
  have h : (localOp U V W)ᴴ * localOp U V W = 1 := by
    unfold localOp
    rw [conjTranspose_kronecker, conjTranspose_kronecker, ← mul_kronecker_mul,
      ← mul_kronecker_mul, hU', hV', hW', one_kronecker_one, one_kronecker_one]
  have key (v : ThreeQubit) : star v ⬝ᵥ v = ((∑ p, ‖v p‖ ^ 2 : ℝ) : ℂ) := by
    rw [Complex.ofReal_sum]
    refine Finset.sum_congr rfl fun p _ => ?_
    rw [Complex.ofReal_pow]
    exact Complex.conj_mul' (v p)
  apply Complex.ofReal_injective
  rw [← key, ← key, Matrix.star_mulVec, ← Matrix.dotProduct_mulVec, Matrix.mulVec_mulVec, h,
    Matrix.one_mulVec]
```

## Phases absorbed by diagonal gates

If $|a|=|b|=1$, then $\mathrm{diag}(a,b)$ is unitary.

```lean
/-- A diagonal gate whose two entries have modulus one is unitary. -/
theorem phaseGate_unitary {a b : ℂ} (ha : ‖a‖ = 1) (hb : ‖b‖ = 1) :
    phaseGate a b ∈ unitaryGroup (Fin 2) ℂ := by
  have ha' : a * conj a = 1 := by rw [Complex.mul_conj', ha]; norm_num
  have hb' : b * conj b = 1 := by rw [Complex.mul_conj', hb]; norm_num
  rw [mem_unitaryGroup_iff]
  ext p q
  fin_cases p <;> fin_cases q <;>
    simp [phaseGate, Matrix.mul_apply, Fin.sum_univ_two, Matrix.star_apply, ha', hb']
```

For a complex number $z\ne0$, the factor $|z|/z$ has modulus 1 and turns $z$ into $|z|$. For $z=0$ the factor 1 serves.

```lean
/-- Every complex amplitude is made real and nonnegative by a factor of modulus one. -/
theorem exists_phase (z : ℂ) : ∃ u : ℂ, ‖u‖ = 1 ∧ u * z = (‖z‖ : ℂ) := by
  by_cases hz : z = 0
  · exact ⟨1, by simp, by simp [hz]⟩
  · refine ⟨(‖z‖ : ℂ) / z, ?_, div_mul_cancel₀ _ hz⟩
    rw [norm_div, Complex.norm_real, norm_norm, div_self (norm_ne_zero_iff.2 hz)]
```

Let $\chi$ be the vector with three amplitudes removed, and let $p_0,p_2,p_3,p_4$ be the factors that make its amplitudes on $e_{000},e_{101},e_{110},e_{111}$ nonnegative. The gates $\mathrm{diag}(p_0,u)$, $\mathrm{diag}(1,v)$ and $\mathrm{diag}(1,w)$ multiply these amplitudes by $p_0$, $uw$, $uv$ and $uvw$. The conditions $uw=p_2$, $uv=p_3$, $uvw=p_4$ are solved by

$$u=\frac{p_2p_3}{p_4},\qquad v=\frac{p_4}{p_2},\qquad w=\frac{p_4}{p_3}.$$

Once the factors $p_i$ are chosen, $u$ is fixed, and the amplitude on $e_{100}$ becomes $u\chi_{100}=|\chi_{100}|e^{i\varphi}$ with $\varphi=\arg(u\chi_{100})$. The coefficients $l_i$ are the moduli of the five amplitudes.

## The canonical form

The final theorem says that for every `ψ` there are three unitaries, five real numbers `l` and a real `φ` such that the transformed vector equals `canonicalState l φ`, every `l i` is nonnegative, and $\sum_i l_i^2=\sum_{ijk}|\psi_{ijk}|^2$. For a normalised state the squared coefficients therefore sum to 1. The proof multiplies the phase gates onto the earlier unitaries, compares the eight amplitudes by `fin_cases`, and takes the sum rule from `localOp_norm`.

```lean
/-- Local unitaries bring every three-qubit vector to the five-term form with nonnegative
coefficients and one phase; the squared coefficients sum to the squared norm of the vector. -/
theorem three_qubit_canonical_form (ψ : ThreeQubit) :
    ∃ U ∈ unitaryGroup (Fin 2) ℂ, ∃ V ∈ unitaryGroup (Fin 2) ℂ,
      ∃ W ∈ unitaryGroup (Fin 2) ℂ, ∃ (l : Fin 5 → ℝ) (φ : ℝ),
        localOp U V W *ᵥ ψ = canonicalState l φ ∧ (∀ i, 0 ≤ l i) ∧
        ∑ i, l i ^ 2 = ∑ p, ‖ψ p‖ ^ 2 := by
  obtain ⟨U, hU, V, hV, W, hW, z1, z2, z3⟩ := exists_three_zero_amplitudes ψ
  have hnorm := localOp_norm hU hV hW ψ
  generalize hχ : localOp U V W *ᵥ ψ = χ at z1 z2 z3 hnorm
  obtain ⟨p0, n0, e0⟩ := exists_phase (χ (0, 0, 0))
  obtain ⟨p2, n2, e2⟩ := exists_phase (χ (1, 0, 1))
  obtain ⟨p3, n3, e3⟩ := exists_phase (χ (1, 1, 0))
  obtain ⟨p4, n4, e4⟩ := exists_phase (χ (1, 1, 1))
  have q2 : p2 ≠ 0 := norm_ne_zero_iff.1 (by rw [n2]; exact one_ne_zero)
  have q3 : p3 ≠ 0 := norm_ne_zero_iff.1 (by rw [n3]; exact one_ne_zero)
  have q4 : p4 ≠ 0 := norm_ne_zero_iff.1 (by rw [n4]; exact one_ne_zero)
  -- three local phases fix the amplitudes on e101, e110 and e111
  obtain ⟨u, v, w, nu, nv, nw, h2, h3, h4⟩ : ∃ u v w : ℂ, ‖u‖ = 1 ∧ ‖v‖ = 1 ∧ ‖w‖ = 1 ∧
      u * w = p2 ∧ u * v = p3 ∧ u * v * w = p4 :=
    ⟨p2 * p3 / p4, p4 / p2, p4 / p3, by simp [n2, n3, n4], by simp [n2, n4],
      by simp [n3, n4], by field_simp, by field_simp, by field_simp⟩
  rw [← h2] at e2
  rw [← h3] at e3
  rw [← h4, mul_assoc u v w] at e4
  have e1 := Complex.norm_mul_exp_arg_mul_I (u * χ (1, 0, 0))
  have m1 : ‖u * χ (1, 0, 0)‖ = ‖χ (1, 0, 0)‖ := by rw [norm_mul, nu, one_mul]
  rw [m1] at e1
  refine ⟨phaseGate p0 u * U, mul_mem (phaseGate_unitary n0 nu) hU,
    phaseGate 1 v * V, mul_mem (phaseGate_unitary norm_one nv) hV,
    phaseGate 1 w * W, mul_mem (phaseGate_unitary norm_one nw) hW,
    ![‖χ (0, 0, 0)‖, ‖χ (1, 0, 0)‖, ‖χ (1, 0, 1)‖, ‖χ (1, 1, 0)‖, ‖χ (1, 1, 1)‖],
    Complex.arg (u * χ (1, 0, 0)), ?_, ?_, ?_⟩
  · have hmul : localOp (phaseGate p0 u * U) (phaseGate 1 v * V) (phaseGate 1 w * W)
        = localOp (phaseGate p0 u) (phaseGate 1 v) (phaseGate 1 w) * localOp U V W := by
      unfold localOp
      rw [mul_kronecker_mul, mul_kronecker_mul]
    rw [hmul, ← Matrix.mulVec_mulVec, hχ]
    funext ⟨i, j, k⟩
    fin_cases i <;> fin_cases j <;> fin_cases k <;>
      simp [localOp, phaseGate, canonicalState, ket, Matrix.mulVec, dotProduct,
        Fintype.sum_prod_type, Fin.sum_univ_two, Matrix.kroneckerMap_apply,
        z1, z2, z3, e0, e1, e2, e3, e4]
  · intro i
    fin_cases i <;> simp
  · rw [← hnorm]
    simp [Fin.sum_univ_succ, Fintype.sum_prod_type, z1, z2, z3]
    try ring

end

end ThreeQubitCanonicalForm
```

The theorem concerns pure states of exactly three qubits. It gives existence without uniqueness, and it does not restrict the range of $\varphi$. Uniqueness already fails for product states: $e_{000}$ and $e_{100}$ both have the canonical form, and a bit flip on the first qubit exchanges them. In the limiting case $\psi=0$ the sum rule forces all $l_i=0$, and $\varphi$ is arbitrary.

```lean
#print axioms ThreeQubitCanonicalForm.three_qubit_canonical_form
-- 'ThreeQubitCanonicalForm.three_qubit_canonical_form' depends on axioms: [propext, Classical.choice, Quot.sound]
```
